# Configurational free energies reproduce the partition function of a finite alloy model

Let finitely many microstates w, with fixed energies E(w), be mapped onto lattice configurations s so that every configuration has at least one microstate. For inverse temperature b > 0, define

Z_s(b) = Σ_{w in s} exp(−b E(w)),  F_s(b) = −(1/b) log Z_s(b).

Then the F_s, used as configuration energies, give the full partition function. The derivative of b F_s is the mean energy within s, and F_s is nondecreasing in b.

## From microstates to a lattice model

A configuration s records which species sits on which site. Its microstates differ in what the lattice model leaves out, such as displacements or electronic excitations. In first-principles alloy thermodynamics, the result justifies replacing a finite set of such states by one temperature-dependent energy per configuration. Writing F_s as a sum of cluster interactions is a separate step, not treated here.

Since b = 1/(k_B T), the monotonicity says that F_s does not rise on heating.

## The sum over configurations

Z_s is a nonempty sum of positive terms, so its logarithm is defined and exp(−b F_s(b)) = Z_s(b). Each microstate belongs to exactly one configuration, hence

Σ_w exp(−b E(w)) = Σ_s Z_s(b) = Σ_s exp(−b F_s(b)).

## The conditional mean energy

For b > 0, b F_s(b) = −log Z_s(b). Differentiating the finite sum term by term gives

d(b F_s)/db = −Z_s′(b)/Z_s(b) = Σ_{w in s} E(w) exp(−b E(w)) / Z_s(b).

## Monotonicity

If s has a single microstate w, then Z_s(b) = exp(−b E(w)) and F_s(b) = E(w) for every b > 0.

Suppose s has at least two, and let 0 < a < b. For each w in s, the factor exp(−a E(w)) is smaller than Z_s(a) = exp(−a F_s(a)), because another positive term is present. Thus F_s(a) < E(w), and

exp(−b E(w)) = exp(−(b−a) E(w)) exp(−a E(w)) < exp(−(b−a) F_s(a)) exp(−a E(w)).

Summing over w in s yields

exp(−b F_s(b)) = Z_s(b) < exp(−(b−a) F_s(a)) Z_s(a) = exp(−b F_s(a)),

so F_s(a) < F_s(b).

## Use in a Monte Carlo code

A code that evaluates F_s from the sum over microstates can first subtract the lowest energy E₀ in s, which avoids overflow and underflow of the whole sum:

F_s = E₀ − (1/b) log Σ_{w in s} exp(−b (E(w) − E₀)).

Lattice Monte Carlo then accepts moves with differences of F_s at the simulation temperature. The internal energy is the average of d(b F_s)/db over the sampled configurations; averaging F_s itself would give a value lower by T times the mean entropy within the configurations.

## Reading the Lean statement

`Ω` is the finite type of microstates, `S` the type of configurations, `p : Ω → S` the map and `E : Ω → ℝ` the energy. The definitions `configZ`, `freeEnergy` and `meanEnergy` are Z_s, F_s and the conditional mean.

The theorem `coarse_graining` assumes that `S` is finite and `p` is surjective, and states the three claims together. `HasDerivAt` includes differentiability at b, and `MonotoneOn` on `Set.Ioi 0` means nondecreasing for b > 0. The strict version is `freeEnergy_strictMonoOn`.

The energies do not depend on b, and infinite vibrational spectra and classical phase-space integrals are not covered. For a classical integral the monotonicity can fail, since a single point of phase space has zero weight in the integral.

```lean
import Mathlib

open Finset

namespace ClusterExpansionCoarseGraining

noncomputable section

variable {Ω S : Type*} [Fintype Ω] [DecidableEq S]

/-- The partition function restricted to the microstates `w` that are mapped to the
lattice configuration `s`, at inverse temperature `b`. -/
def configZ (p : Ω → S) (E : Ω → ℝ) (s : S) (b : ℝ) : ℝ :=
  ∑ w with p w = s, Real.exp (-b * E w)

/-- The free energy `F_s(b) = -(1/b) log Z_s(b)` of the lattice configuration `s`. -/
def freeEnergy (p : Ω → S) (E : Ω → ℝ) (s : S) (b : ℝ) : ℝ :=
  -(1 / b) * Real.log (configZ p E s b)

/-- The Boltzmann average of the energy over the microstates of the configuration `s`. -/
def meanEnergy (p : Ω → S) (E : Ω → ℝ) (s : S) (b : ℝ) : ℝ :=
  (∑ w with p w = s, E w * Real.exp (-b * E w)) / configZ p E s b

variable {p : Ω → S} {s : S} {a b : ℝ}

/-- The restricted partition function of a configuration with a microstate is positive. -/
theorem configZ_pos (E : Ω → ℝ) (hs : ∃ w, p w = s) (b : ℝ) : 0 < configZ p E s b := by
  obtain ⟨w, hw⟩ := hs
  exact Finset.sum_pos (fun _ _ => Real.exp_pos _) ⟨w, by simp [hw]⟩

/-- The Boltzmann factor of the configurational free energy is the restricted
partition function. -/
theorem exp_neg_mul_freeEnergy (E : Ω → ℝ) (hs : ∃ w, p w = s) (hb : 0 < b) :
    Real.exp (-b * freeEnergy p E s b) = configZ p E s b := by
  have hb' : b ≠ 0 := hb.ne'
  have h : -b * freeEnergy p E s b = Real.log (configZ p E s b) := by
    unfold freeEnergy
    field_simp
  rw [h, Real.exp_log (configZ_pos E hs b)]

/-- The partition function over all microstates equals the partition function of the
lattice model whose configurations have the energies `F_s(b)`. -/
theorem partition_function_eq [Fintype S] (E : Ω → ℝ) (hp : Function.Surjective p)
    (hb : 0 < b) :
    ∑ w, Real.exp (-b * E w) = ∑ s, Real.exp (-b * freeEnergy p E s b) := by
  calc ∑ w, Real.exp (-b * E w) = ∑ s, configZ p E s b :=
        (Finset.sum_fiberwise Finset.univ p (fun w => Real.exp (-b * E w))).symm
    _ = _ := Finset.sum_congr rfl fun s _ => (exp_neg_mul_freeEnergy E (hp s) hb).symm

/-- The derivative of `b F_s(b)` with respect to the inverse temperature is the mean
energy conditional on the configuration `s`. -/
theorem hasDerivAt_mul_freeEnergy (E : Ω → ℝ) (hs : ∃ w, p w = s) (hb : 0 < b) :
    HasDerivAt (fun x => x * freeEnergy p E s x) (meanEnergy p E s b) b := by
  -- differentiate the restricted partition function term by term
  have hZ : HasDerivAt (fun x => configZ p E s x)
      (∑ w with p w = s, -E w * Real.exp (-b * E w)) b := by
    unfold configZ
    apply HasDerivAt.fun_sum
    intro w _
    have h : HasDerivAt (fun x : ℝ => -x * E w) (-E w) b :=
      ((hasDerivAt_id' b).fun_neg.mul_const (E w)).congr_deriv (by ring)
    exact h.exp.congr_deriv (by ring)
  -- near `b` the product is minus the logarithm of that partition function
  have hev : (fun x => x * freeEnergy p E s x) =ᶠ[nhds b]
      fun x => -Real.log (configZ p E s x) := by
    filter_upwards [Ioi_mem_nhds hb] with x hx
    have hx' : x ≠ 0 := (Set.mem_Ioi.1 hx).ne'
    unfold freeEnergy
    field_simp
  have hlog := (hZ.log (configZ_pos E hs b).ne').fun_neg
  refine (hlog.congr_of_eventuallyEq hev).congr_deriv ?_
  unfold meanEnergy
  simp only [neg_mul, Finset.sum_neg_distrib, neg_div, neg_neg]

/-- The free energy of a configuration does not exceed the energy of any of its
microstates. -/
theorem freeEnergy_le (E : Ω → ℝ) (hb : 0 < b) (w : Ω) :
    freeEnergy p E (p w) b ≤ E w := by
  have h : Real.exp (-b * E w) ≤ configZ p E (p w) b :=
    Finset.single_le_sum (f := fun v => Real.exp (-b * E v))
      (fun _ _ => (Real.exp_pos _).le) (by simp)
  rw [← exp_neg_mul_freeEnergy E ⟨w, rfl⟩ hb] at h
  have h2 := Real.exp_le_exp.1 h
  exact le_of_mul_le_mul_left (by linarith) hb

/-- The free energy of a configuration lies strictly below the energy of a microstate
`w` if the configuration has another microstate `v`. -/
theorem freeEnergy_lt (E : Ω → ℝ) (hb : 0 < b) {v w : Ω} (hne : v ≠ w) (hv : p v = p w) :
    freeEnergy p E (p w) b < E w := by
  have h : Real.exp (-b * E w) < configZ p E (p w) b :=
    Finset.single_lt_sum (f := fun v => Real.exp (-b * E v)) hne (by simp) (by simp [hv])
      (Real.exp_pos _) (fun _ _ _ => (Real.exp_pos _).le)
  rw [← exp_neg_mul_freeEnergy E ⟨w, rfl⟩ hb] at h
  have h2 := Real.exp_lt_exp.1 h
  exact lt_of_mul_lt_mul_left (by linarith) hb.le

/-- The free energy of a configuration with a single microstate is the energy of that
microstate, at every positive inverse temperature. -/
theorem freeEnergy_of_unique (E : Ω → ℝ) (hb : 0 < b) {w : Ω}
    (h : ∀ v, p v = p w → v = w) : freeEnergy p E (p w) b = E w := by
  have hZ : configZ p E (p w) b = Real.exp (-b * E w) :=
    Finset.sum_eq_single w (fun v hv hne => absurd (h v (by simpa using hv)) hne)
      (fun hn => absurd (by simp) hn)
  have hb' : b ≠ 0 := hb.ne'
  unfold freeEnergy
  rw [hZ, Real.log_exp]
  field_simp

/-- The free energy of a configuration with at least two microstates increases strictly
with the inverse temperature. -/
theorem freeEnergy_strictMonoOn (E : Ω → ℝ)
    (hs : ∃ u v, u ≠ v ∧ p u = s ∧ p v = s) :
    StrictMonoOn (freeEnergy p E s) (Set.Ioi 0) := by
  intro a ha b hb hab
  obtain ⟨u, v, huv, hu, hv⟩ := hs
  have ha' : 0 < a := ha
  have hb' : 0 < b := hb
  -- compare the Boltzmann factors at `b` and at `a` microstate by microstate
  have h : configZ p E s b <
      Real.exp (-(b - a) * freeEnergy p E s a) * configZ p E s a := by
    unfold configZ
    rw [Finset.mul_sum]
    apply Finset.sum_lt_sum_of_nonempty ⟨u, by simp [hu]⟩
    intro w hw
    have hw' : p w = s := by simpa using hw
    have hF : freeEnergy p E s a < E w := by
      rw [← hw']
      by_cases hwu : u = w
      · exact freeEnergy_lt E ha' (fun hvw => huv (hwu.trans hvw.symm)) (hv.trans hw'.symm)
      · exact freeEnergy_lt E ha' hwu (hu.trans hw'.symm)
    rw [← Real.exp_add]
    apply Real.exp_lt_exp.2
    nlinarith [mul_pos (sub_pos.2 hab) (sub_pos.2 hF)]
  rw [← exp_neg_mul_freeEnergy E ⟨u, hu⟩ ha', ← exp_neg_mul_freeEnergy E ⟨u, hu⟩ hb',
    ← Real.exp_add] at h
  have h2 := Real.exp_lt_exp.1 h
  exact lt_of_mul_lt_mul_left (by linarith) hb'.le

/-- Coarse-graining of microstates onto lattice configurations: the free energies `F_s`
reproduce the full partition function, the derivative of `b F_s` is the conditional mean
energy, and each `F_s` is nondecreasing in the inverse temperature `b > 0`. -/
theorem coarse_graining [Fintype S] (E : Ω → ℝ) (hp : Function.Surjective p) :
    (∀ b > 0, ∑ w, Real.exp (-b * E w) = ∑ s, Real.exp (-b * freeEnergy p E s b)) ∧
    (∀ s, ∀ b > 0,
      HasDerivAt (fun x => x * freeEnergy p E s x) (meanEnergy p E s b) b) ∧
    (∀ s, MonotoneOn (freeEnergy p E s) (Set.Ioi 0)) := by
  refine ⟨fun b hb => partition_function_eq E hp hb,
    fun s b hb => hasDerivAt_mul_freeEnergy E (hp s) hb, fun s => ?_⟩
  obtain ⟨w, rfl⟩ := hp s
  -- either `w` is the only microstate of its configuration or there is a second one
  by_cases h : ∀ v, p v = p w → v = w
  · intro a ha b hb _
    rw [freeEnergy_of_unique E ha h, freeEnergy_of_unique E hb h]
  · push Not at h
    obtain ⟨v, hv, hne⟩ := h
    exact (freeEnergy_strictMonoOn E ⟨v, w, hne, hv, rfl⟩).monotoneOn

end

end ClusterExpansionCoarseGraining
```

```lean
#print axioms ClusterExpansionCoarseGraining.partition_function_eq
#print axioms ClusterExpansionCoarseGraining.freeEnergy_le
#print axioms ClusterExpansionCoarseGraining.coarse_graining
```

```
'ClusterExpansionCoarseGraining.partition_function_eq' depends on axioms: [propext, Classical.choice, Quot.sound]
'ClusterExpansionCoarseGraining.freeEnergy_le' depends on axioms: [propext, Classical.choice, Quot.sound]
'ClusterExpansionCoarseGraining.coarse_graining' depends on axioms: [propext, Classical.choice, Quot.sound]
```

## How the proof follows the derivation

`configZ_pos` supplies positivity, and `exp_neg_mul_freeEnergy` turns F_s back into Z_s. In `partition_function_eq`, `Finset.sum_fiberwise` groups the microstates by configuration.

`hasDerivAt_mul_freeEnergy` differentiates Z_s as a finite sum and then applies the rule for the logarithm. The identity b F_s = −log Z_s is needed only near b, where all values are still positive; `Ioi_mem_nhds` provides that neighbourhood, and `filter_upwards` restricts the identity to it.

`freeEnergy_lt` compares one Boltzmann factor with a sum containing another; `freeEnergy_le` is the weak bound, valid for any microstate. In `freeEnergy_strictMonoOn`, two distinct microstates `u` and `v` are given, and the case split on `u = w` finds one that differs from the current `w`. `nlinarith` obtains the inequality of exponents from (b−a)(E(w) − F_s(a)) > 0, and the sum is then compared term by term.

Finally, `coarse_graining` separates configurations with one microstate, where `freeEnergy_of_unique` makes F_s constant, from those with more, where strict monotonicity implies the weak form.
